# A Drude layer's plasmon acquires a spurious gap when the layer is repeated periodically

**Q:** Which dielectric function is this, and what do its symbols stand for?

**A:** It is the longitudinal response of an infinitely thin doped layer at in-plane wave number $q$ and frequency $w$:

$$\varepsilon(q,w)=1+r_0qc-\frac{Dqc}{w^2}.$$

The length $r_0$ describes the polarisability of the bound electrons. The Drude weight $D$ describes the free carriers and absorbs the $2\pi$ of the two-dimensional Coulomb interaction; for a parabolic band with areal density $n_s$ and mass $m$, $D=2\pi n_s/m$ in atomic units. The dimensionless $c$ multiplies the Coulomb interaction $2\pi/q$ of a single layer. All quantities are real numbers, so there is no damping.

In Lean 4 with Mathlib:

```lean
import Mathlib

open Filter Topology

namespace LayerPlasmon

noncomputable section

/-- Dielectric function of a doped layer with Drude weight `D`, polarisability length `r0` and
Coulomb enhancement factor `c`, at wave number `q` and frequency `w ≠ 0`. -/
def dielectric (D r0 c q w : ℝ) : ℝ := 1 + r0 * q * c - D * q * c / w ^ 2
```

**Q:** The next definition simply names a square root "plasmon frequency". Isn't that assuming the answer?

**A:** It would be if nothing tied it to $\varepsilon$. A theorem below, `dielectric_eq_zero_iff`, does that.

```lean
/-- The plasmon frequency in closed form, for `1 + r0 q c > 0` and `D q c > 0`. -/
def plasmonFreq (D r0 c q : ℝ) : ℝ := √(D * q * c / (1 + r0 * q * c))
```

**Q:** And the periodic images?

**A:** They enter through $c=\coth(qL/2)$, where $L$ is the repetition period. An isolated layer has $c=1$.

```lean
/-- The Coulomb enhancement factor `coth (q L / 2)` of layers repeated with period `L`,
for `q L ≠ 0`. -/
def stackFactor (L q : ℝ) : ℝ := Real.cosh (q * L / 2) / Real.sinh (q * L / 2)
```

**Q:** Then show me that the root is right.

**A:** For $w>0$, multiply $\varepsilon=0$ by $w^2$:

$$w^2(1+r_0qc)=Dqc,\qquad w^2=\frac{Dqc}{1+r_0qc}.$$

With $D,q,c>0$ and $r_0\ge0$ the right-hand side is positive, so there is exactly one positive $w$. `plasmonFreq_sq` records the square.

```lean
variable {D r0 c q L : ℝ}

/-- The squared plasmon frequency is `D q c / (1 + r0 q c)` for positive `D`, `q`, `c` and
nonnegative `r0`. -/
theorem plasmonFreq_sq (hD : 0 < D) (hr : 0 ≤ r0) (hq : 0 < q) (hc : 0 < c) :
    plasmonFreq D r0 c q ^ 2 = D * q * c / (1 + r0 * q * c) :=
  Real.sq_sqrt (by positivity)
```

The theorem then says that `plasmonFreq` is positive and that a positive `w` is a zero precisely when it equals `plasmonFreq`. In one direction the proof clears the denominator and uses `sq_eq_sq₀`: two positive numbers with equal squares are equal. The other direction puts the square back into $\varepsilon$.

```lean
/-- For positive `D`, `q`, `c` and nonnegative `r0`, the plasmon frequency is positive and is the
only positive zero of the dielectric function. -/
theorem dielectric_eq_zero_iff (hD : 0 < D) (hr : 0 ≤ r0) (hq : 0 < q) (hc : 0 < c) :
    0 < plasmonFreq D r0 c q ∧
      ∀ w, 0 < w → (dielectric D r0 c q w = 0 ↔ w = plasmonFreq D r0 c q) := by
  have hden : 0 < 1 + r0 * q * c := by positivity
  have hp : 0 < plasmonFreq D r0 c q := Real.sqrt_pos.2 (by positivity)
  have hs := plasmonFreq_sq hD hr hq hc
  refine ⟨hp, fun w hw => ⟨fun h => ?_, fun h => ?_⟩⟩
  · unfold dielectric at h
    have h' : D * q * c / w ^ 2 = 1 + r0 * q * c := by linarith
    rw [div_eq_iff (pow_pos hw 2).ne'] at h'
    -- both frequencies are positive and have the same square
    refine (sq_eq_sq₀ hw.le hp.le).1 ?_
    rw [hs, eq_div_iff hden.ne']
    linarith
  · rw [eq_div_iff hden.ne'] at hs
    have h' : D * q * c / plasmonFreq D r0 c q ^ 2 = 1 + r0 * q * c := by
      rw [div_eq_iff (pow_pos hp 2).ne']
      linarith
    rw [h]
    unfold dielectric
    linarith
```

**Q:** Does $r_0\ge0$ matter, or is it decoration?

**A:** Take $D=q=c=1$ and $r_0=-2$. Then $\varepsilon=-1-1/w^2$ is negative for every $w>0$, and there is no plasmon. What this example violates is $1+r_0qc>0$, which $r_0\ge0$ guarantees. Physically, $r_0\ge0$ says that the bound electrons screen a static charge and do not amplify it.

**Q:** My main doubt is the coth. Why should it represent a stack?

**A:** Charge in a layer at distance $|n|L$ acts with the single-layer interaction times $e^{-q|n|L}$. If all layers carry the same charge oscillation in phase, as periodic images do at a purely in-plane wave vector, the factors add. That physical input is assumed; the sum is proved. First, $\cosh>\sinh$ gives $c>1$, so the theorem on the zero applies to the stack.

```lean
/-- For positive `q` and `L`, the periodic images enhance the Coulomb interaction: the factor
exceeds one. -/
theorem one_lt_stackFactor (hq : 0 < q) (hL : 0 < L) : 1 < stackFactor L q := by
  have hs : 0 < Real.sinh (q * L / 2) := Real.sinh_pos_iff.2 (by positivity)
  exact (one_lt_div hs).2 (Real.sinh_lt_cosh _)
```

Next put $x=e^{-qL}$, which lies between 0 and 1. Multiplying numerator and denominator of $\cosh(qL/2)/\sinh(qL/2)$ by $2e^{-qL/2}$ gives

$$\coth(qL/2)=\frac{1+x}{1-x}.$$

In the code, `linear_combination` does this using $e^{qL/2}e^{-qL/2}=1$.

```lean
/-- For positive `q` and `L`, the enhancement factor written through the decay `exp (-q L)` of
the interaction over one period. -/
theorem stackFactor_eq (hq : 0 < q) (hL : 0 < L) :
    stackFactor L q = (1 + Real.exp (-(q * L))) / (1 - Real.exp (-(q * L))) := by
  have hx : 0 < q * L := mul_pos hq hL
  have hs : 0 < Real.sinh (q * L / 2) := Real.sinh_pos_iff.2 (by positivity)
  have hx1 : Real.exp (-(q * L)) < 1 := Real.exp_lt_one_iff.2 (by linarith)
  have hb : Real.exp (-(q * L)) = Real.exp (-(q * L / 2)) * Real.exp (-(q * L / 2)) := by
    rw [← Real.exp_add]
    congr 1
    ring
  have hab : Real.exp (q * L / 2) * Real.exp (-(q * L / 2)) = 1 := by
    rw [← Real.exp_add, add_neg_cancel, Real.exp_zero]
  rw [stackFactor, div_eq_div_iff hs.ne' (sub_pos.2 hx1).ne', Real.cosh_eq, Real.sinh_eq, hb]
  linear_combination (-Real.exp (-(q * L / 2))) * hab
```

Finally, sum the layers on and above the reference layer, and those below it:

$$\sum_{n\in\mathbb Z}x^{|n|}=\frac1{1-x}+\frac{x}{1-x}=\frac{1+x}{1-x}.$$

`HasSum.of_nat_of_neg_add_one` makes the same split, into the integers $n$ and $-(n+1)$ with $n\ge0$.

```lean
/-- For positive `q` and `L`, the enhancement factor is the sum over all layers `n` of the
interlayer decay `exp (-q |n| L)`. -/
theorem hasSum_stackFactor (hq : 0 < q) (hL : 0 < L) :
    HasSum (fun n : ℤ => Real.exp (-q * (|(n : ℝ)| * L))) (stackFactor L q) := by
  have hx : 0 < q * L := mul_pos hq hL
  have hx1 : Real.exp (-(q * L)) < 1 := Real.exp_lt_one_iff.2 (by linarith)
  have hgeo := hasSum_geometric_of_lt_one (Real.exp_pos (-(q * L))).le hx1
  -- layers on and above the reference layer
  have h1 : HasSum (fun n : ℕ => Real.exp (-q * (|((n : ℤ) : ℝ)| * L)))
      (1 - Real.exp (-(q * L)))⁻¹ := by
    have e : ∀ n : ℕ, Real.exp (-q * (|((n : ℤ) : ℝ)| * L)) = Real.exp (-(q * L)) ^ n := by
      intro n
      rw [← Real.exp_nat_mul, Int.cast_natCast,
        abs_of_nonneg (Nat.cast_nonneg n : (0 : ℝ) ≤ n)]
      congr 1
      ring
    exact hgeo.congr_fun e
  -- layers below it
  have h2 : HasSum (fun n : ℕ => Real.exp (-q * (|((-((n : ℤ) + 1) : ℤ) : ℝ)| * L)))
      (Real.exp (-(q * L)) * (1 - Real.exp (-(q * L)))⁻¹) := by
    have e : ∀ n : ℕ, Real.exp (-q * (|((-((n : ℤ) + 1) : ℤ) : ℝ)| * L))
        = Real.exp (-(q * L)) * Real.exp (-(q * L)) ^ n := by
      intro n
      have hn : ((-((n : ℤ) + 1) : ℤ) : ℝ) = -((n : ℝ) + 1) := by norm_num
      rw [hn, abs_neg, abs_of_nonneg (by positivity : (0 : ℝ) ≤ (n : ℝ) + 1),
        ← Real.exp_nat_mul, ← Real.exp_add]
      congr 1
      ring
    exact (hgeo.mul_left (Real.exp (-(q * L)))).congr_fun e
  have h := HasSum.of_nat_of_neg_add_one
    (f := fun n : ℤ => Real.exp (-q * (|(n : ℝ)| * L))) h1 h2
  have e : stackFactor L q = (1 - Real.exp (-(q * L)))⁻¹
      + Real.exp (-(q * L)) * (1 - Real.exp (-(q * L)))⁻¹ := by
    rw [stackFactor_eq hq hL]
    ring
  rw [e]
  exact h
```

**Q:** Fine. What does the isolated layer do at long wavelength?

**A:** With $c=1$, dividing by $q$ gives

$$\frac{w^2}{q}=\frac{D}{1+r_0q}\longrightarrow D\qquad(q\to0^+).$$

This is the familiar $w\sim\sqrt{Dq}$. The notation `𝓝[>] 0` means that $q$ approaches zero through positive values. The proof takes the limit of the right-hand side by continuity and transfers it to `plasmonFreq` on $q>0$.

```lean
/-- Isolated layer: for `D > 0` and `r0 ≥ 0`, the squared plasmon frequency divided by `q` tends
to `D` at long wavelength. -/
theorem isolated_plasmon (hD : 0 < D) (hr : 0 ≤ r0) :
    Tendsto (fun q => plasmonFreq D r0 1 q ^ 2 / q) (𝓝[>] 0) (𝓝 D) := by
  have hc : ContinuousAt (fun q : ℝ => D / (1 + r0 * q)) 0 :=
    ContinuousAt.div continuousAt_const (by fun_prop) (by simp)
  have h : Tendsto (fun q : ℝ => D / (1 + r0 * q)) (𝓝[>] 0) (𝓝 (D / (1 + r0 * 0))) :=
    hc.tendsto.mono_left nhdsWithin_le_nhds
  simp only [mul_zero, add_zero, div_one] at h
  refine h.congr' ?_
  filter_upwards [self_mem_nhdsWithin] with q hq
  have hq' : 0 < q := hq
  have hden : 0 < 1 + r0 * q := by positivity
  rw [plasmonFreq_sq hD hr hq' one_pos]
  simp only [mul_one]
  rw [div_div, div_eq_div_iff hden.ne' (mul_pos hden hq').ne']
  ring
```

**Q:** And the stack?

**A:** There $c$ diverges as $q\to0^+$, but $qc$ does not. The derivative of $\sinh(qL/2)$ at $q=0$ is $L/2$, so

$$qc=\frac{\cosh(qL/2)}{\sinh(qL/2)/q}\longrightarrow\frac{1}{L/2}=\frac2L.$$

The lemma obtains the denominator from `tendsto_slope_zero_right` and the numerator from continuity.

```lean
/-- For `L > 0`, the product of `q` and the enhancement factor tends to `2 / L` at long
wavelength. -/
theorem tendsto_mul_stackFactor (hL : 0 < L) :
    Tendsto (fun q => q * stackFactor L q) (𝓝[>] 0) (𝓝 (2 / L)) := by
  have hder : HasDerivAt (fun q : ℝ => Real.sinh (q * L / 2)) (L / 2) 0 := by
    simpa using (((hasDerivAt_id' (0 : ℝ)).mul_const L).div_const 2).sinh
  have h1 : Tendsto (fun q : ℝ => Real.sinh (q * L / 2) / q) (𝓝[>] 0) (𝓝 (L / 2)) := by
    refine hder.tendsto_slope_zero_right.congr (fun t => ?_)
    simp only [zero_add, zero_mul, zero_div, Real.sinh_zero, sub_zero, smul_eq_mul]
    ring
  have hc : Continuous (fun q : ℝ => Real.cosh (q * L / 2)) := by fun_prop
  have h2 : Tendsto (fun q : ℝ => Real.cosh (q * L / 2)) (𝓝[>] 0)
      (𝓝 (Real.cosh (0 * L / 2))) := (hc.tendsto 0).mono_left nhdsWithin_le_nhds
  rw [zero_mul, zero_div, Real.cosh_zero] at h2
  rw [← one_div_div L 2]
  refine (h2.div h1 (by positivity)).congr (fun q => ?_)
  show Real.cosh (q * L / 2) / (Real.sinh (q * L / 2) / q)
    = q * (Real.cosh (q * L / 2) / Real.sinh (q * L / 2))
  rw [div_div_eq_mul_div]
  ring
```

Since $w^2$ depends on $q$ and $c$ only through $qc$,

$$w^2=\frac{D(qc)}{1+r_0(qc)}\longrightarrow\frac{2D/L}{1+2r_0/L}=\frac{2D}{L+2r_0}.$$

The proof follows these two steps, with `const_mul` and `div` combining the limits.

```lean
/-- Spurious plasmon gap: for `D, L > 0` and `r0 ≥ 0`, the squared plasmon frequency of the
periodically repeated layer tends to `2 D / (L + 2 r0)` at long wavelength. -/
theorem spurious_plasmon_gap (hD : 0 < D) (hr : 0 ≤ r0) (hL : 0 < L) :
    Tendsto (fun q => plasmonFreq D r0 (stackFactor L q) q ^ 2) (𝓝[>] 0)
      (𝓝 (2 * D / (L + 2 * r0))) := by
  have h := tendsto_mul_stackFactor hL
  have hne : 1 + r0 * (2 / L) ≠ 0 := by positivity
  have h3 : Tendsto (fun q => D * (q * stackFactor L q) / (1 + r0 * (q * stackFactor L q)))
      (𝓝[>] 0) (𝓝 (D * (2 / L) / (1 + r0 * (2 / L)))) :=
    (h.const_mul D).div ((h.const_mul r0).const_add 1) hne
  have e : 2 * D / (L + 2 * r0) = D * (2 / L) / (1 + r0 * (2 / L)) := by
    have hk : 2 / L * L = 2 := div_mul_cancel₀ 2 hL.ne'
    rw [div_eq_div_iff (by positivity) hne]
    linear_combination (-D) * hk
  rw [e]
  refine h3.congr' ?_
  filter_upwards [self_mem_nhdsWithin] with q hq
  have hq' : 0 < q := hq
  rw [plasmonFreq_sq hD hr hq' (one_pos.trans (one_lt_stackFactor hq' hL)),
    mul_assoc D, mul_assoc r0]
```

**Q:** Why call it spurious? A real stack of layers could have such a mode.

**A:** It could. For $r_0=0$ the limit is $4\pi n_s/(mL)$, the squared bulk plasma frequency at density $n_s/L$. It is spurious only when the stack stands in for a single layer.

**Q:** A limit alone doesn't make a gap. Could the mode dip below it at finite $q$?

**A:** No. Let $g(y)=y\cosh y-\sinh y$. Then $g(0)=0$ and $g'(y)=y\sinh y>0$ for $y>0$, so $y\coth y>1$. At $y=qL/2$ this reads $qLc>2$. Multiply by $D$ and add $2Dr_0qc$ to both sides:

$$2D(1+r_0qc)<Dqc(L+2r_0).$$

Dividing by the two positive brackets gives $2D/(L+2r_0)<w^2$. In the code, `strictMonoOn_of_deriv_pos` supplies the monotonicity of $g$, and `div_lt_div_iff₀` reduces the claim to the displayed inequality.

```lean
/-- For `D, L, q > 0` and `r0 ≥ 0`, the squared plasmon frequency of the periodically repeated
layer lies strictly above `2 D / (L + 2 r0)`. -/
theorem gap_lt_plasmonFreq_sq (hD : 0 < D) (hr : 0 ≤ r0) (hL : 0 < L) (hq : 0 < q) :
    2 * D / (L + 2 * r0) < plasmonFreq D r0 (stackFactor L q) q ^ 2 := by
  -- `x cosh x - sinh x` vanishes at zero and increases
  have hmono : StrictMonoOn (fun x : ℝ => x * Real.cosh x - Real.sinh x) (Set.Ici 0) := by
    refine strictMonoOn_of_deriv_pos (convex_Ici 0) (by fun_prop) (fun x hx => ?_)
    have hx' : 0 < x := by simpa using hx
    have hd := ((hasDerivAt_id' x).fun_mul (Real.hasDerivAt_cosh x)).fun_sub
      (Real.hasDerivAt_sinh x)
    rw [hd.deriv]
    have := mul_pos hx' (Real.sinh_pos_iff.2 hx')
    linarith
  have hx : 0 < q * L / 2 := by positivity
  have h0 := hmono (Set.mem_Ici.2 le_rfl) (Set.mem_Ici.2 hx.le) hx
  simp only [zero_mul, Real.sinh_zero, sub_zero] at h0
  have hs : 0 < Real.sinh (q * L / 2) := Real.sinh_pos_iff.2 hx
  have hc : 0 < stackFactor L q := one_pos.trans (one_lt_stackFactor hq hL)
  have hk : 2 < q * L * stackFactor L q := by
    rw [stackFactor, ← mul_div_assoc, lt_div_iff₀ hs]
    linarith
  rw [plasmonFreq_sq hD hr hq hc, div_lt_div_iff₀ (by positivity) (by positivity)]
  linarith [mul_lt_mul_of_pos_left hk hD]
```

**Q:** Then a larger cell should cure it.

**A:** At fixed $q>0$ it does: as $L\to\infty$, $x\to0$, so $c\to1$ and $w$ tends to the isolated-layer value. The proof uses the exponential form of $c$ and the continuity of the square root.

```lean
/-- At fixed `q > 0`, with `r0 ≥ 0`, the plasmon frequency of the periodically repeated layer
tends to that of the isolated layer as the period `L` grows. -/
theorem tendsto_isolated (hr : 0 ≤ r0) (hq : 0 < q) :
    Tendsto (fun L => plasmonFreq D r0 (stackFactor L q) q) atTop
      (𝓝 (plasmonFreq D r0 1 q)) := by
  have hx : Tendsto (fun L : ℝ => Real.exp (-(q * L))) atTop (𝓝 0) :=
    Real.tendsto_exp_neg_atTop_nhds_zero.comp (tendsto_id.const_mul_atTop hq)
  have h : Tendsto (fun L : ℝ => (1 + Real.exp (-(q * L))) / (1 - Real.exp (-(q * L))))
      atTop (𝓝 ((1 + 0) / (1 - 0))) :=
    (hx.const_add 1).div (hx.const_sub 1) (by norm_num)
  rw [add_zero, sub_zero, div_one] at h
  have hf : Tendsto (fun L => stackFactor L q) atTop (𝓝 1) := by
    refine h.congr' ?_
    filter_upwards [eventually_gt_atTop 0] with L hL
    exact (stackFactor_eq hq hL).symm
  have hne : 1 + r0 * q * 1 ≠ 0 := by positivity
  exact ((hf.const_mul (D * q)).div ((hf.const_mul (r0 * q)).const_add 1) hne).sqrt

end

end LayerPlasmon
```

The order of limits still matters for $w^2/q$. At any fixed $L$ it diverges as $q\to0^+$, because $w^2$ stays above the gap value; if $L\to\infty$ is taken first, it tends to $D$. For $w^2$ itself both orders give zero.

**Q:** So what may I conclude for a supercell calculation?

**A:** Within this model of thin, undamped Drude layers with constant $r_0$, the small-$q$ plasmon of a doped sheet in a repeated cell is that of the stack unless $qL$ is large or the interaction between images is removed. Finite thickness, damping, a substrate and corrections to the Drude form at larger $q$ would each need a different $\varepsilon$.

```lean
#print axioms LayerPlasmon.isolated_plasmon
#print axioms LayerPlasmon.spurious_plasmon_gap
#print axioms LayerPlasmon.gap_lt_plasmonFreq_sq
#print axioms LayerPlasmon.tendsto_isolated
```

```
'LayerPlasmon.isolated_plasmon' depends on axioms: [propext, Classical.choice, Quot.sound]
'LayerPlasmon.spurious_plasmon_gap' depends on axioms: [propext, Classical.choice, Quot.sound]
'LayerPlasmon.gap_lt_plasmonFreq_sq' depends on axioms: [propext, Classical.choice, Quot.sound]
'LayerPlasmon.tendsto_isolated' depends on axioms: [propext, Classical.choice, Quot.sound]
```
